# With positive constant rates, a two-state occupation starting in [0, 1] is strictly between 0 and 1 at every later time

A state is left at constant rate a and entered at constant rate b, both positive, so that its occupation p obeys p′ = −a p + b (1 − p), here assumed at every real time. The lemma `occupation_mem_Ioo` states that if p(0) lies in the closed interval [0, 1], then 0 < p(t) < 1 for every t > 0. The attempt takes the explicit solution from `rateEquation_iff`, which makes p(t) a weighted mean of p(0) and the stationary occupation b/(a + b), with weight exp(−(a + b)t) on p(0). It then uses that this weight is strictly between 0 and 1 and that the stationary occupation is too.

This version doesn't compile in Lean 4 with Mathlib:

```lean
import Mathlib

open Filter Topology

namespace OccupationMemIoo

noncomputable section

/-- The two-state rate equation `p' = -a p + b (1 - p)` for the occupation `p` of a state
that is left at rate `a` and entered at rate `b`. -/
def RateEquation (a b : ℝ) (p : ℝ → ℝ) : Prop :=
  ∀ t, HasDerivAt p (-a * p t + b * (1 - p t)) t

/-- The stationary occupation `b / (a + b)`, for rates with `a + b ≠ 0`. -/
def stationary (a b : ℝ) : ℝ := b / (a + b)

/-- If `a + b ≠ 0`, a function solves the two-state rate equation exactly when its deviation
from the stationary occupation evolves as `exp (-(a + b) t)`. -/
theorem rateEquation_iff {a b : ℝ} (hab : a + b ≠ 0) (p : ℝ → ℝ) :
    RateEquation a b p ↔ ∀ t, p t =
      stationary a b + (p 0 - stationary a b) * Real.exp (-(a + b) * t) := by
  have hs : (a + b) * stationary a b = b := by
    unfold stationary
    field_simp
  have hexp : ∀ c t : ℝ, HasDerivAt (fun u => Real.exp (c * u)) (c * Real.exp (c * t)) t := by
    intro c t
    have h := ((hasDerivAt_id' t).const_mul c).exp
    exact h.congr_deriv (by ring)
  constructor
  · intro h t
    -- the integrating factor turns the deviation into a constant of motion
    have hg : ∀ t, HasDerivAt
        (fun u => (p u - stationary a b) * Real.exp ((a + b) * u)) 0 t := by
      intro t
      refine (((h t).sub_const (stationary a b)).fun_mul (hexp (a + b) t)).congr_deriv ?_
      linear_combination (-Real.exp ((a + b) * t)) * hs
    have hc := is_const_of_deriv_eq_zero (fun t => (hg t).differentiableAt)
      (fun t => (hg t).deriv) t 0
    simp only [mul_zero, Real.exp_zero, mul_one] at hc
    have he : Real.exp ((a + b) * t) * Real.exp (-(a + b) * t) = 1 := by
      have h0 : (a + b) * t + -(a + b) * t = 0 := by ring
      rw [← Real.exp_add, h0, Real.exp_zero]
    linear_combination Real.exp (-(a + b) * t) * hc - (p t - stationary a b) * he
  · intro h t
    have hd := ((hexp (-(a + b)) t).const_mul (p 0 - stationary a b)).const_add
      (stationary a b)
    have hp := hd.congr_of_eventuallyEq (Eventually.of_forall h)
    refine hp.congr_deriv ?_
    linear_combination (a + b) * h t + hs

/-- For positive rates the stationary occupation lies strictly between zero and one. -/
theorem stationary_mem {a b : ℝ} (ha : 0 < a) (hb : 0 < b) :
    stationary a b ∈ Set.Ioo (0 : ℝ) 1 :=
  ⟨div_pos hb (add_pos ha hb), (div_lt_one (add_pos ha hb)).2 (by linarith)⟩

/-- For positive rates, a solution of the two-state rate equation that starts in `[0, 1]` at time
zero lies strictly between zero and one at every later time. -/
theorem occupation_mem_Ioo {a b : ℝ} (ha : 0 < a) (hb : 0 < b) {p : ℝ → ℝ}
    (h : RateEquation a b p) (h0 : p 0 ∈ Set.Icc (0 : ℝ) 1) {t : ℝ} (ht : 0 < t) :
    p t ∈ Set.Ioo (0 : ℝ) 1 := by
  have hab : 0 < a + b := add_pos ha hb
  have hp := (rateEquation_iff hab.ne' p).1 h t
  obtain ⟨hs0, hs1⟩ := stationary_mem ha hb
  have hF0 := Real.exp_pos (-(a + b) * t)
  have hF1 : Real.exp (-(a + b) * t) < 1 :=
    Real.exp_lt_one (by nlinarith [mul_pos hab ht])
  -- `p t` is a convex combination of `p 0` and the stationary occupation
  constructor
  · nlinarith [mul_pos hs0 (sub_pos.2 hF1), mul_nonneg h0.1 hF0.le]
  · nlinarith [mul_pos (sub_pos.2 hs1) (sub_pos.2 hF1),
      mul_nonneg (sub_nonneg.2 h0.2) hF0.le]

end

end OccupationMemIoo
```

The compiler's answer:

```
Main.lean:66:4: error(lean.unknownIdentifier): Unknown constant `Real.exp_lt_one`
```

Cause. The message says that Lean knows no constant called `Real.exp_lt_one`. The proof calls that name to show `Real.exp (-(a + b) * t) < 1`, the upper bound on the weight, as if it were a lemma taking a proof that the exponent is negative. The inequality is true, but there is no lemma of that name for the proof to apply.

The repair uses `Real.exp_lt_one_iff`, which says that the exponential of a real number is less than 1 exactly when the number is negative. Since this is an equivalence, `.2` is needed to select the direction from a negative exponent to the bound on the exponential. What remains to be shown is `-(a + b) * t < 0`, and the `nlinarith` call, which is unchanged, proves it from the positivity of `(a + b) * t` supplied by `mul_pos hab ht`.

After these edits no error is left:

```diff
@@ -64,5 +64,5 @@
   have hF0 := Real.exp_pos (-(a + b) * t)
   have hF1 : Real.exp (-(a + b) * t) < 1 :=
-    Real.exp_lt_one (by nlinarith [mul_pos hab ht])
+    Real.exp_lt_one_iff.2 (by nlinarith [mul_pos hab ht])
   -- `p t` is a convex combination of `p 0` and the stationary occupation
   constructor
```
